# Widening every gap of a finite ordered spectrum at fixed temperature never lowers the sum of a convex function of its Gibbs weights

Take a finite, nondecreasing list of energy levels and widen its consecutive gaps, or leave some unchanged, at fixed inverse temperature $b\ge 0$. Then $\sum_i\varphi(p_i)$ does not decrease, for any function $\varphi$ convex on $[0,1]$, where $p_i$ are the Gibbs weights. Physically, wider gaps never mean less order: the entropy cannot rise and the purity cannot fall. I can see this for two levels, but with many levels it is not obvious which weights rise and which fall, because the partition function changes as well. How do I prove it rigorously, in a form that a machine can check?

## Every weight moves away from a single pivot

Let the levels be $E_0\le\dots\le E_n$, let $E'_i$ be the new levels, and write
$$p_i=\frac{e^{-bE_i}}{Z},\qquad p'_i=\frac{e^{-bE'_i}}{Z'},$$
where $Z$ and $Z'$ are the partition functions. If $n=0$, both weights are 1 and equality holds. Let $n\ge1$.

The gap condition $E_{i+1}-E_i\le E'_{i+1}-E'_i$ says that the shift $D_i=E'_i-E_i$ is nondecreasing in $i$. Hence the ratio
$$\frac{p'_i}{p_i}=\frac{Z}{Z'}\,e^{-bD_i}$$
is nonincreasing.

Both lists of weights sum to 1, so at least one level has $p'_i\ge p_i$. Let $k$ be the highest such level, and set $t=p_k$.

- For $i\le k$, the ratio is at least $p'_k/p_k\ge1$, and $p_i\ge t$ because $E$ is ordered. So $t\le p_i\le p'_i$.
- For $i>k$, the choice of $k$ gives $p'_i<p_i$, and the ordering gives $p_i\le t$. So $p'_i<p_i\le t$.

With at least two levels, $0<t<1$. Write $m(x,y)=(\varphi(y)-\varphi(x))/(y-x)$ for chord slopes, and let $s=\sup_{0\le x<t}m(x,t)$. Convexity gives $m(x,t)\le m(t,y)$ for $x<t<y$, so $s$ is finite and lies between all left and all right slopes at $t$.

If $t<x<y$, then $m(x,y)\ge m(t,x)\ge s$. If $y<x<t$, then $m(y,x)\le m(x,t)\le s$. For $x=t$ the bounds hold directly, and for $x=y$ there is nothing to show. In each case
$$\varphi(y)-\varphi(x)\ge s\,(y-x).$$

Put $x=p_i$, $y=p'_i$ and sum:
$$\sum_i\varphi(p'_i)-\sum_i\varphi(p_i)\ge s\Big(\sum_i p'_i-\sum_i p_i\Big)=s(1-1)=0.$$

Choosing $\varphi(x)=x\ln x$, with $\varphi(0)=0$, gives the entropy statement, and $\varphi(x)=x^2$ the purity statement. Cooling from $b$ to $b'\ge b$ replaces the dimensionless levels $bE_i$ by $b'E_i$, which widens their gaps, so it is a special case.

## The Lean file

```lean
import Mathlib

open Finset

namespace GibbsGapOrdering

noncomputable section

variable {n : ℕ}

/-- The partition function of a finite list of levels at inverse temperature `b`. -/
def partitionFunction (b : ℝ) (E : Fin (n + 1) → ℝ) : ℝ :=
  ∑ i, Real.exp (-(b * E i))

/-- The Gibbs weight of level `i` at inverse temperature `b`. -/
def gibbs (b : ℝ) (E : Fin (n + 1) → ℝ) (i : Fin (n + 1)) : ℝ :=
  Real.exp (-(b * E i)) / partitionFunction b E

/-- The Gibbs entropy, in units of the Boltzmann constant. -/
def entropy (b : ℝ) (E : Fin (n + 1) → ℝ) : ℝ :=
  -∑ i, gibbs b E i * Real.log (gibbs b E i)

/-- Every consecutive gap of `E'` is at least the corresponding gap of `E`. -/
def WiderGaps (E E' : Fin (n + 1) → ℝ) : Prop :=
  ∀ i : Fin n, E i.succ - E i.castSucc ≤ E' i.succ - E' i.castSucc

/-- The partition function is positive. -/
theorem partitionFunction_pos (b : ℝ) (E : Fin (n + 1) → ℝ) :
    0 < partitionFunction b E :=
  Finset.sum_pos (fun _ _ => Real.exp_pos _) ⟨0, Finset.mem_univ _⟩

/-- The Gibbs weights are positive and sum to one. -/
theorem gibbs_pos_and_sum (b : ℝ) (E : Fin (n + 1) → ℝ) :
    (∀ i, 0 < gibbs b E i) ∧ ∑ i, gibbs b E i = 1 := by
  refine ⟨fun i => div_pos (Real.exp_pos _) (partitionFunction_pos b E), ?_⟩
  unfold gibbs
  rw [← Finset.sum_div]
  exact div_self (partitionFunction_pos b E).ne'

/-- When the gaps widen, the ratio of new to old Gibbs weight does not increase from a level `i` to
a level `k` of equal or higher index (written without division). -/
theorem gibbs_ratio {b : ℝ} (hb : 0 ≤ b) {E E' : Fin (n + 1) → ℝ}
    (hgap : WiderGaps E E') {i k : Fin (n + 1)} (hik : i ≤ k) :
    gibbs b E i * gibbs b E' k ≤ gibbs b E' i * gibbs b E k := by
  -- the level shift is nondecreasing along the spectrum
  have hD : Monotone (fun j => E' j - E j) :=
    Fin.monotone_iff_le_succ.2 fun j => by
      have := hgap j
      show E' j.castSucc - E j.castSucc ≤ E' j.succ - E j.succ
      linarith
  have h : E' i - E i ≤ E' k - E k := hD hik
  have h2 := mul_le_mul_of_nonneg_left h hb
  unfold gibbs
  rw [div_mul_div_comm, div_mul_div_comm, ← Real.exp_add, ← Real.exp_add,
    mul_comm (partitionFunction b E') (partitionFunction b E)]
  refine div_le_div_of_nonneg_right (Real.exp_le_exp.2 ?_)
    (mul_pos (partitionFunction_pos b E) (partitionFunction_pos b E')).le
  linarith

/-- At an interior point `t` a convex function on `[0,1]` has a slope `s` such that a
displacement from `x` to `y` directed away from `t` changes it by at least `s * (y - x)`. -/
theorem exists_supporting_slope {φ : ℝ → ℝ} (hφ : ConvexOn ℝ (Set.Icc 0 1) φ)
    {t : ℝ} (h0 : 0 < t) (h1 : t < 1) :
    ∃ s : ℝ, ∀ x ∈ Set.Icc (0 : ℝ) 1, ∀ y ∈ Set.Icc (0 : ℝ) 1,
      (t ≤ x ∧ x ≤ y) ∨ (y ≤ x ∧ x ≤ t) → s * (y - x) ≤ φ y - φ x := by
  have ht : t ∈ Set.Icc (0 : ℝ) 1 := ⟨h0.le, h1.le⟩
  -- s is the supremum of the chord slopes from the left
  let S : Set ℝ := (fun x => (φ t - φ x) / (t - x)) '' Set.Ico 0 t
  have key : ∀ y ∈ Set.Icc (0 : ℝ) 1, t < y → ∀ a ∈ S, a ≤ (φ y - φ t) / (y - t) := by
    rintro y hy hty _ ⟨x, hx, rfl⟩
    exact hφ.slope_mono_adjacent ⟨hx.1, (hx.2.trans h1).le⟩ hy hx.2 hty
  have left : ∀ x ∈ Set.Icc (0 : ℝ) 1, x < t → (φ t - φ x) / (t - x) ≤ sSup S :=
    fun x hx hxt => le_csSup
      ⟨_, fun a ha => key 1 ⟨zero_le_one, le_rfl⟩ h1 a ha⟩ ⟨x, ⟨hx.1, hxt⟩, rfl⟩
  have right : ∀ y ∈ Set.Icc (0 : ℝ) 1, t < y → sSup S ≤ (φ y - φ t) / (y - t) :=
    fun y hy hty => csSup_le ⟨_, ⟨0, ⟨le_rfl, h0⟩, rfl⟩⟩ (key y hy hty)
  refine ⟨sSup S, fun x hx y hy h => ?_⟩
  rcases h with ⟨htx, hxy⟩ | ⟨hyx, hxt⟩
  · rcases hxy.eq_or_lt with rfl | hxy
    · simp
    · have hs : sSup S ≤ (φ y - φ x) / (y - x) := by
        rcases htx.eq_or_lt with rfl | htx
        · exact right y hy hxy
        · exact (right x hx htx).trans (hφ.slope_mono_adjacent ht hy htx hxy)
      exact (le_div_iff₀ (sub_pos.2 hxy)).1 hs
  · rcases hyx.eq_or_lt with rfl | hyx
    · simp
    · have hs : (φ x - φ y) / (x - y) ≤ sSup S := by
        rcases hxt.eq_or_lt with rfl | hxt
        · exact left y hy hyx
        · exact (hφ.slope_mono_adjacent hy ht hyx hxt).trans (left x hx hxt)
      have := (div_le_iff₀ (sub_pos.2 hyx)).1 hs
      linarith

/-- For `b ≥ 0`, widening the gaps of an ordered spectrum does not lower the sum over levels of any
convex function of the Gibbs weights. -/
theorem sum_convex_le_of_widerGaps {b : ℝ} (hb : 0 ≤ b) {E E' : Fin (n + 1) → ℝ}
    (hE : Monotone E) (hgap : WiderGaps E E')
    {φ : ℝ → ℝ} (hφ : ConvexOn ℝ (Set.Icc 0 1) φ) :
    ∑ i, φ (gibbs b E i) ≤ ∑ i, φ (gibbs b E' i) := by
  obtain ⟨hp, hs⟩ := gibbs_pos_and_sum b E
  obtain ⟨hp', hs'⟩ := gibbs_pos_and_sum b E'
  rcases subsingleton_or_nontrivial (Fin (n + 1)) with hn | hn
  · -- a single level always carries weight one
    have h : gibbs b E = gibbs b E' := by
      funext i
      rw [Fintype.sum_subsingleton _ i] at hs hs'
      rw [hs, hs']
    exact le_of_eq (by rw [h])
  have mem : ∀ i, gibbs b E i ∈ Set.Icc (0 : ℝ) 1 := fun i =>
    ⟨(hp i).le, hs ▸ Finset.single_le_sum (fun j _ => (hp j).le) (Finset.mem_univ i)⟩
  have mem' : ∀ i, gibbs b E' i ∈ Set.Icc (0 : ℝ) 1 := fun i =>
    ⟨(hp' i).le, hs' ▸ Finset.single_le_sum (fun j _ => (hp' j).le) (Finset.mem_univ i)⟩
  -- k is the highest level that does not lose weight
  obtain ⟨i₀, -, hi₀⟩ := Finset.exists_le_of_sum_le
    (Finset.univ_nonempty (α := Fin (n + 1))) (hs.trans hs'.symm).le
  obtain ⟨k, hk, hmax⟩ := Finset.exists_max_image
    (Finset.univ.filter fun i => gibbs b E i ≤ gibbs b E' i) id
    ⟨i₀, Finset.mem_filter.2 ⟨Finset.mem_univ _, hi₀⟩⟩
  have hk := (Finset.mem_filter.1 hk).2
  have hk1 : gibbs b E k < 1 := by
    obtain ⟨j, hj⟩ := exists_ne k
    rw [← hs]
    exact Finset.single_lt_sum hj (Finset.mem_univ k) (Finset.mem_univ j) (hp j)
      (fun l _ _ => (hp l).le)
  have anti : ∀ i j, i ≤ j → gibbs b E j ≤ gibbs b E i := fun i j hij =>
    div_le_div_of_nonneg_right
      (Real.exp_le_exp.2 (neg_le_neg (mul_le_mul_of_nonneg_left (hE hij) hb)))
      (partitionFunction_pos b E).le
  obtain ⟨s, hslope⟩ := exists_supporting_slope hφ (hp k) hk1
  have step : ∀ i, s * (gibbs b E' i - gibbs b E i)
      ≤ φ (gibbs b E' i) - φ (gibbs b E i) := by
    intro i
    apply hslope _ (mem i) _ (mem' i)
    rcases le_or_gt i k with hik | hki
    · refine Or.inl ⟨anti i k hik, le_of_mul_le_mul_right ?_ (hp k)⟩
      exact (mul_le_mul_of_nonneg_left hk (hp i).le).trans (gibbs_ratio hb hgap hik)
    · refine Or.inr ⟨le_of_not_ge fun h => ?_, anti k i hki.le⟩
      exact not_le_of_gt hki (hmax i (Finset.mem_filter.2 ⟨Finset.mem_univ _, h⟩))
  -- the displacements cancel because both weight lists are normalised
  have total := Finset.sum_le_sum fun i (_ : i ∈ Finset.univ) => step i
  rw [← Finset.mul_sum, Finset.sum_sub_distrib, Finset.sum_sub_distrib, hs, hs'] at total
  linarith

/-- Widening the gaps of an ordered spectrum does not raise the Gibbs entropy. -/
theorem entropy_le_of_widerGaps {b : ℝ} (hb : 0 ≤ b) {E E' : Fin (n + 1) → ℝ}
    (hE : Monotone E) (hgap : WiderGaps E E') : entropy b E' ≤ entropy b E :=
  neg_le_neg (sum_convex_le_of_widerGaps hb hE hgap
    (Real.convexOn_mul_log.subset Set.Icc_subset_Ici_self (convex_Icc 0 1)))

/-- Widening the gaps of an ordered spectrum does not lower the purity, the sum of the
squared Gibbs weights. -/
theorem purity_le_of_widerGaps {b : ℝ} (hb : 0 ≤ b) {E E' : Fin (n + 1) → ℝ}
    (hE : Monotone E) (hgap : WiderGaps E E') :
    ∑ i, gibbs b E i ^ 2 ≤ ∑ i, gibbs b E' i ^ 2 :=
  sum_convex_le_of_widerGaps hb hE hgap
    ((convexOn_pow 2).subset Set.Icc_subset_Ici_self (convex_Icc 0 1))

/-- Cooling a fixed ordered spectrum from inverse temperature `b` to `b'` does not lower
the sum over levels of any convex function of the Gibbs weights. -/
theorem sum_convex_le_of_cooling {b b' : ℝ} (hb : 0 ≤ b) (hbb' : b ≤ b')
    {E : Fin (n + 1) → ℝ} (hE : Monotone E)
    {φ : ℝ → ℝ} (hφ : ConvexOn ℝ (Set.Icc 0 1) φ) :
    ∑ i, φ (gibbs b E i) ≤ ∑ i, φ (gibbs b' E i) := by
  -- cooling is the same as stretching the spectrum at unit temperature
  have scale : ∀ c : ℝ, gibbs c E = gibbs 1 (fun i => c * E i) := fun c => by
    funext i
    simp only [gibbs, partitionFunction, one_mul]
  rw [scale b, scale b']
  refine sum_convex_le_of_widerGaps zero_le_one
    (fun i j hij => mul_le_mul_of_nonneg_left (hE hij) hb) (fun i => ?_) hφ
  have h := mul_le_mul_of_nonneg_right hbb'
    (sub_nonneg.2 (Fin.monotone_iff_le_succ.1 hE i))
  show b * E i.succ - b * E i.castSucc ≤ b' * E i.succ - b' * E i.castSucc
  linarith

end

end GibbsGapOrdering
```

```lean
#print axioms GibbsGapOrdering.entropy_le_of_widerGaps
-- 'GibbsGapOrdering.entropy_le_of_widerGaps' depends on axioms: [propext, Classical.choice, Quot.sound]
#print axioms GibbsGapOrdering.purity_le_of_widerGaps
-- 'GibbsGapOrdering.purity_le_of_widerGaps' depends on axioms: [propext, Classical.choice, Quot.sound]
#print axioms GibbsGapOrdering.sum_convex_le_of_cooling
-- 'GibbsGapOrdering.sum_convex_le_of_cooling' depends on axioms: [propext, Classical.choice, Quot.sound]
```

## What the theorem says about levels and weights

In `sum_convex_le_of_widerGaps`, a spectrum is a function `Fin (n + 1) → ℝ`, so there is at least one level, and a degenerate level is listed once per state. `Monotone E` is the ordering of the original levels. `WiderGaps E E'` compares gap `i`, between `i.castSucc` and `i.succ`; together with `Monotone E` it forces $E'$ to be ordered too. The parameter `b` is $1/k_BT$, with infinite temperature included as `b = 0`. The function `φ` needs to be convex only on `Set.Icc 0 1`.

The inequalities are not strict. The model starts from given eigenvalues, not from a Hamiltonian, and covers neither infinite spectra nor the zero-temperature limit. For an ion in a crystal with a finite set of crystal-field levels, and with its coupling to other magnetic ions neglected, it says that a change widening every gap cannot raise the level entropy at fixed temperature.

The ordering of $E$ matters. Take $b=1$, $E=(\ln2,0)$ and $E'=(0,0)$. The signed gap grows from $-\ln2$ to $0$, yet the weights go from $(1/3,2/3)$ to $(1/2,1/2)$ and the purity falls from $5/9$ to $1/2$.

## How the Lean proof follows the argument

`gibbs_pos_and_sum` supplies positivity and normalisation. `gibbs_ratio` is the ratio step in product form, $p_ip'_k\le p'_ip_k$ for $i\le k$ and $b\ge0$; its `hD` is the monotone shift. `exists_supporting_slope` constructs $s$ as `sSup S`, with Mathlib's `slope_mono_adjacent` comparing neighbouring chords.

The main proof first settles the single level. `exists_le_of_sum_le` then finds a level that does not lose weight, and `exists_max_image` picks the highest, $k$. In `step`, the case `i ≤ k` cancels $p_k$ from $p_ip_k\le p_ip'_k\le p'_ip_k$, while for `k < i` the maximality `hmax` rules out a gain. `total` sums the bounds, and normalisation removes the slope term.

`entropy_le_of_widerGaps` and `purity_le_of_widerGaps` insert the two convex functions. `sum_convex_le_of_cooling`, which assumes $0\le b\le b'$, uses `scale` to absorb the inverse temperature into the levels.
